# Gutzwiller similarity transformation of fermionic hopping and the Hubbard Hamiltonian

Let $c_{i\sigma}$ create and $a_{i\sigma}$ annihilate an electron of spin $\sigma$ on site $i$ of a finite lattice. Write $n_{i\sigma}=c_{i\sigma}a_{i\sigma}$, and let $\bar\sigma$ be the spin opposite to $\sigma$. For real $g\neq0$ the correlator $G=\prod_k\bigl(1+(g-1)n_{k\uparrow}n_{k\downarrow}\bigr)$ is invertible, and

$$G^{-1}c_{i\sigma}a_{j\sigma}G=c_{i\sigma}a_{j\sigma}\,\bigl(1+(\tfrac1g-1)n_{i\bar\sigma}\bigr)\bigl(1+(g-1)n_{j\bar\sigma}\bigr)$$

for all sites $i,j$, equal or not. The on-site repulsion commutes with $G$, so for the Hubbard Hamiltonian $H$ the transcorrelated Hamiltonian $G^{-1}HG$ is a finite expression, with no truncated commutator series.

## Carrying a hop through the correlator

The anticommutation relations give $2c^2=2a^2=0$ for each mode, so $c^2=a^2=0$. With $ac+ca=1$ it follows that

$$cn=0,\quad nc=c(1-ca)=c,\quad an=(1-ca)a=a,\quad na=0,$$

and hence $n^2=(nc)a=n$. For different modes $p\neq q$, two sign changes give $n_pc_q=c_qn_p$ and $n_pa_q=a_qn_p$. All number operators therefore commute, and $D_k=n_{k\uparrow}n_{k\downarrow}$ is idempotent.

For idempotent $e$ put $W_g(e)=1+(g-1)e$. Expanding the product,

$$W_g(e)W_{g'}(e)=1+\bigl[(g-1)+(g'-1)+(g-1)(g'-1)\bigr]e=W_{gg'}(e).$$

The factors $P_k=W_g(D_k)$ commute, so replacing $g$ by $1/g$ in $G$ gives $G^{-1}$.

The ladder operators of site $i$ commute with every $P_k$ for $k\neq i$, so only $P_i$ needs attention. For creation, $c_{i\sigma}P_i=c_{i\sigma}$ and $P_ic_{i\sigma}=c_{i\sigma}W_g(n_{i\bar\sigma})$. For annihilation, $P_ia_{i\sigma}=a_{i\sigma}$ and $a_{i\sigma}P_i=a_{i\sigma}W_g(n_{i\bar\sigma})$. The weights commute with every $P_k$, so

$$c_{i\sigma}G=Gc_{i\sigma}W_{1/g}(n_{i\bar\sigma}),\qquad a_{j\sigma}G=Ga_{j\sigma}W_g(n_{j\bar\sigma}).$$

Consequently

$$c_{i\sigma}a_{j\sigma}G=c_{i\sigma}Ga_{j\sigma}W_g(n_{j\bar\sigma})=Gc_{i\sigma}W_{1/g}(n_{i\bar\sigma})a_{j\sigma}W_g(n_{j\bar\sigma}).$$

The middle weight has opposite spin and commutes with $a_{j\sigma}$, even when $i=j$. Multiplying by $G^{-1}$ gives the claim.

The same argument transforms the creation of two electrons of equal spin: $G^{-1}c_{i\sigma}c_{j\sigma}G=c_{i\sigma}c_{j\sigma}W_{1/g}(n_{i\bar\sigma})W_{1/g}(n_{j\bar\sigma})$.

## Operators and correlator in a real algebra

The operators live in any real associative algebra `A`.

In Lean 4 with Mathlib:

```lean
import Mathlib

open Finset

namespace GutzwillerTranscorrelation

noncomputable section

variable {A : Type*} [Ring A] [Algebra ℝ A] {L : ℕ}
```

A mode is a pair of a site in `Fin L` and a Boolean spin, with `!σ` for $\bar\sigma$. `IsCAR` assumes the anticommutation relations and nothing else; in particular, `c` need not be the adjoint of `a`.

```lean
/-- Canonical anticommutation relations for creation operators `c` and annihilation operators
`a`, labelled by a site and a spin (`true` is up, `false` is down). -/
structure IsCAR (c a : Fin L × Bool → A) : Prop where
  create : ∀ p q, c p * c q + c q * c p = 0
  annihilate : ∀ p q, a p * a q + a q * a p = 0
  mixed : ∀ p q, a p * c q + c q * a p = if p = q then 1 else 0
```

The next definitions are $n_p$, $D_k$, $P_k$ and $G$. The product runs through the sites in list order, as multiplication in `A` need not commute.

```lean
/-- The number operator of a mode. -/
def num (c a : Fin L × Bool → A) (p : Fin L × Bool) : A := c p * a p

/-- The double occupancy of site `k`. -/
def doublon (c a : Fin L × Bool → A) (k : Fin L) : A :=
  num c a (k, true) * num c a (k, false)

/-- The Gutzwiller factor of one site, `1 + (g - 1) n_up n_down`. -/
def siteFactor (c a : Fin L × Bool → A) (g : ℝ) (k : Fin L) : A :=
  1 + (g - 1) • doublon c a k

/-- The Gutzwiller correlator: the product of the site factors over all sites. -/
def gutzwiller (c a : Fin L × Bool → A) (g : ℝ) : A :=
  ((List.finRange L).map (siteFactor c a g)).prod
```

## Number operators as commuting projectors

For different modes, `linear_combination` with `noncomm_ring` carries out the two sign changes.

```lean
variable {c a : Fin L × Bool → A} {g : ℝ}

omit [Algebra ℝ A] in
/-- A number operator commutes with the creation and annihilation operators of every other
mode. -/
theorem num_commute_ladder (h : IsCAR c a) {p q : Fin L × Bool} (hpq : p ≠ q) :
    Commute (num c a p) (c q) ∧ Commute (num c a p) (a q) := by
  have h1 := h.mixed p q
  have h2 := h.mixed q p
  rw [if_neg hpq] at h1
  rw [if_neg hpq.symm] at h2
  constructor
  · change c p * a p * c q = c q * (c p * a p)
    linear_combination (norm := noncomm_ring) c p * h1 - h.create p q * a p
  · change c p * a p * a q = a q * (c p * a p)
    linear_combination (norm := noncomm_ring) c p * h.annihilate p q - h2 * a p
```

Within one mode, `half` divides by two to obtain the Pauli principle, and the four products follow.

```lean
/-- Within one mode, `c n = 0`, `n c = c`, `a n = a` and `n a = 0`. -/
theorem num_ladder (h : IsCAR c a) (p : Fin L × Bool) :
    c p * num c a p = 0 ∧ num c a p * c p = c p ∧
      a p * num c a p = a p ∧ num c a p * a p = 0 := by
  -- Pauli principle: twice the square vanishes, hence the square does
  have half : ∀ x : A, x + x = 0 → x = 0 := fun x hx => by
    calc x = (1 / 2 : ℝ) • (x + x) := by module
      _ = 0 := by rw [hx, smul_zero]
  have hc := half _ (h.create p p)
  have ha := half _ (h.annihilate p p)
  have hm := h.mixed p p
  rw [if_pos rfl] at hm
  unfold num
  refine ⟨?_, ?_, ?_, ?_⟩
  · rw [← mul_assoc, hc, zero_mul]
  · linear_combination (norm := noncomm_ring) c p * hm - hc * a p
  · linear_combination (norm := noncomm_ring) hm * a p - c p * ha
  · rw [mul_assoc, ha, mul_zero]
```

These identities give idempotence and commutation.

```lean
/-- Number operators are idempotent and commute with one another. -/
theorem num_projector (h : IsCAR c a) (p : Fin L × Bool) :
    num c a p * num c a p = num c a p ∧ ∀ q, Commute (num c a p) (num c a q) := by
  constructor
  · calc num c a p * num c a p = num c a p * c p * a p := (mul_assoc _ _ _).symm
      _ = num c a p := by rw [(num_ladder h p).2.1, num]
  · intro q
    by_cases hpq : p = q
    · rw [hpq]
    · exact (num_commute_ladder h hpq).1.mul_right (num_commute_ladder h hpq).2
```

## Inverting and crossing the product

The multiplication rule for $W_g$ is an expansion using $e^2=e$.

```lean
/-- For an idempotent `e`, the weights `1 + (g - 1) e` multiply like the numbers `g`. -/
theorem weight_mul {e : A} (he : e * e = e) (g g' : ℝ) :
    (1 + (g - 1) • e) * (1 + (g' - 1) • e) = 1 + (g * g' - 1) • e := by
  simp only [mul_add, add_mul, one_mul, mul_one, smul_mul_assoc, mul_smul_comm, he]
  module
```

Crossing the whole product is an induction on the list of sites. At site `i` the operator `x` becomes `y`; every other factor is passed unchanged. `Nodup` ensures that site `i` occurs only once.

```lean
omit [Algebra ℝ A] in
/-- If `x` turns into `y` on crossing the factor of site `i`, and both commute with the factors of
all other sites, then `x` turns into `y` on crossing a product over distinct sites that include `i`.
-/
theorem cross_product (P : Fin L → A) {x y : A} (i : Fin L)
    (hx : ∀ k, k ≠ i → Commute x (P k)) (hi : x * P i = P i * y)
    (hy : ∀ k, k ≠ i → Commute y (P k)) (l : List (Fin L)) :
    l.Nodup → i ∈ l → x * (l.map P).prod = (l.map P).prod * y := by
  induction l with
  | nil => intro _ hm; simp at hm
  | cons k l ih =>
    intro hnd hm
    obtain ⟨hk, hl⟩ := List.nodup_cons.mp hnd
    rw [List.map_cons, List.prod_cons]
    by_cases hki : k = i
    · rw [hki] at hk ⊢
      have hr : Commute y (l.map P).prod := by
        refine Commute.list_prod_right _ _ fun z hz => ?_
        obtain ⟨m, hml, rfl⟩ := List.mem_map.mp hz
        exact hy m fun e => hk (e ▸ hml)
      rw [← mul_assoc, hi, mul_assoc, hr.eq, mul_assoc]
    · have hil := (List.mem_cons.mp hm).resolve_left fun e => hki e.symm
      rw [← mul_assoc, (hx k hki).eq, mul_assoc, ih hl hil, mul_assoc]
```

Another induction pairs the site factors of $g$ and $g'$ when $gg'=1$.

```lean
/-- Gutzwiller correlators with reciprocal parameters multiply to the identity. -/
theorem gutzwiller_mul_reciprocal (h : IsCAR c a) {g g' : ℝ} (hg : g * g' = 1) :
    gutzwiller c a g * gutzwiller c a g' = 1 := by
  have hn := fun p q => (num_projector h p).2 q
  have hD : ∀ k m, Commute (doublon c a k) (doublon c a m) := fun k m =>
    ((hn _ _).mul_right (hn _ _)).mul_left ((hn _ _).mul_right (hn _ _))
  have hP : ∀ k m, Commute (siteFactor c a g k) (siteFactor c a g' m) := fun k m =>
    (Commute.one_left _).add_left
      (((Commute.one_right _).add_right ((hD k m).smul_right _)).smul_left _)
  have hone : ∀ k, siteFactor c a g k * siteFactor c a g' k = 1 := fun k => by
    have hsq : doublon c a k * doublon c a k = doublon c a k := by
      unfold doublon
      rw [(hn (k, false) (k, true)).mul_mul_mul_comm, (num_projector h _).1,
        (num_projector h _).1]
    rw [siteFactor, siteFactor, weight_mul hsq, hg, sub_self, zero_smul, add_zero]
  unfold gutzwiller
  induction List.finRange L with
  | nil => simp
  | cons k l ih =>
    have hr : Commute (l.map (siteFactor c a g)).prod (siteFactor c a g' k) := by
      refine (Commute.list_prod_right _ _ fun z hz => ?_).symm
      obtain ⟨m, _, rfl⟩ := List.mem_map.mp hz
      exact (hP m k).symm
    rw [List.map_cons, List.map_cons, List.prod_cons, List.prod_cons,
      hr.mul_mul_mul_comm, hone, ih, one_mul]
```

Applied in both orders, this makes $G$ a unit, so the inverse is two-sided. The condition $g\neq0$ means that double occupancy is reweighted but never projected out.

```lean
/-- The Gutzwiller correlator with `g ≠ 0` as an invertible element of the algebra. -/
def gutzwillerUnit (h : IsCAR c a) (hg : g ≠ 0) : Aˣ where
  val := gutzwiller c a g
  inv := gutzwiller c a g⁻¹
  val_inv := gutzwiller_mul_reciprocal h (mul_inv_cancel₀ hg)
  inv_val := gutzwiller_mul_reciprocal h (inv_mul_cancel₀ hg)
```

## Dressed hopping and the Hubbard Hamiltonian

In the next proof, `e1` and `e2` are the on-site identities for $P_i$, and `cross_product` extends them to $G$.

```lean
/-- For `g ≠ 0`, moving the correlator to the left past a creation (annihilation) operator
leaves a weight `1/g` (`g`) for an opposite-spin electron on the same site. -/
theorem ladder_gutzwiller (h : IsCAR c a) (hg : g ≠ 0) (i : Fin L) (σ : Bool) :
    c (i, σ) * gutzwiller c a g =
        gutzwiller c a g * (c (i, σ) * (1 + (g⁻¹ - 1) • num c a (i, !σ))) ∧
      a (i, σ) * gutzwiller c a g =
        gutzwiller c a g * (a (i, σ) * (1 + (g - 1) • num c a (i, !σ))) := by
  have hN : ∀ q k, Commute (num c a q) (siteFactor c a g k) := fun q k =>
    (Commute.one_right _).add_right
      ((((num_projector h q).2 _).mul_right ((num_projector h q).2 _)).smul_right _)
  have hx : ∀ x : A, (∀ p, p ≠ (i, σ) → Commute (num c a p) x) →
      ∀ k, k ≠ i → Commute x (siteFactor c a g k) := fun x H k hk =>
    (Commute.one_right _).add_right
      (((H (k, true) fun e => hk (congrArg Prod.fst e)).symm.mul_right
        (H (k, false) fun e => hk (congrArg Prod.fst e)).symm).smul_right _)
  have hy : ∀ (t : ℝ) k, Commute (1 + t • num c a (i, !σ)) (siteFactor c a g k) :=
    fun t k => (Commute.one_left _).add_left ((hN _ k).smul_left t)
  have hD : doublon c a i = num c a (i, σ) * num c a (i, !σ) := by
    cases σ
    · exact ((num_projector h (i, true)).2 (i, false)).eq
    · rfl
  have hne : (i, !σ) ≠ (i, σ) := by cases σ <;> simp
  obtain ⟨cn, nc, an, na⟩ := num_ladder h (i, σ)
  obtain ⟨kc, ka⟩ := num_commute_ladder h hne
  have Hc := hx (c (i, σ)) fun p hp => (num_commute_ladder h hp).1
  have Ha := hx (a (i, σ)) fun p hp => (num_commute_ladder h hp).2
  constructor
  · refine cross_product _ i Hc ?_ (fun k hk => (Hc k hk).mul_left (hy _ k)) _
      (List.nodup_finRange L) (List.mem_finRange i)
    -- before creation the site is not doubly occupied, afterwards it may be
    have e1 : c (i, σ) * siteFactor c a g i = c (i, σ) := by
      rw [siteFactor, hD, mul_add, mul_one, mul_smul_comm, ← mul_assoc, cn, zero_mul,
        smul_zero, add_zero]
    have e2 : siteFactor c a g i * c (i, σ) =
        c (i, σ) * (1 + (g - 1) • num c a (i, !σ)) := by
      rw [siteFactor, hD, add_mul, mul_add, one_mul, mul_one, smul_mul_assoc,
        mul_smul_comm, mul_assoc, kc.eq, ← mul_assoc, nc]
    rw [e1, ← mul_assoc, e2, mul_assoc, weight_mul (num_projector h _).1,
      mul_inv_cancel₀ hg, sub_self, zero_smul, add_zero, mul_one]
  · refine cross_product _ i Ha ?_ (fun k hk => (Ha k hk).mul_left (hy _ k)) _
      (List.nodup_finRange L) (List.mem_finRange i)
    -- after annihilation the site is not doubly occupied
    have e1 : siteFactor c a g i * a (i, σ) = a (i, σ) := by
      rw [siteFactor, hD, add_mul, one_mul, smul_mul_assoc, mul_assoc, ka.eq, ← mul_assoc,
        na, zero_mul, smul_zero, add_zero]
    rw [← mul_assoc, e1, siteFactor, hD, mul_add, mul_add, mul_smul_comm, mul_smul_comm,
      ← mul_assoc, an]
```

The hopping theorem combines the two crossings in `aux`; `hne` records that the opposite-spin mode differs from the annihilated one.

```lean
/-- Transcorrelated hopping: for `g ≠ 0`, the similarity transformation by the Gutzwiller
correlator multiplies a hop from `j` to `i` by weights that depend on the opposite-spin
occupations of the two sites. -/
theorem transcorrelated_hopping (h : IsCAR c a) (hg : g ≠ 0) (i j : Fin L) (σ : Bool) :
    ((gutzwillerUnit h hg)⁻¹ : Aˣ) * (c (i, σ) * a (j, σ)) * (gutzwillerUnit h hg : A) =
      c (i, σ) * a (j, σ) * (1 + (1 / g - 1) • num c a (i, !σ)) *
        (1 + (g - 1) • num c a (j, !σ)) := by
  have aux : ∀ G x y X Y : A, x * G = G * (x * X) → y * G = G * (y * Y) → Commute X y →
      x * y * G = G * (x * y * X * Y) := fun G x y X Y h1 h2 h3 => by
    calc x * y * G = x * G * (y * Y) := by rw [mul_assoc, h2, ← mul_assoc]
      _ = G * (x * (X * y) * Y) := by rw [h1]; simp only [mul_assoc]
      _ = G * (x * y * X * Y) := by rw [h3.eq]; simp only [mul_assoc]
  have hne : (i, !σ) ≠ (j, σ) := by cases σ <;> simp
  have key := aux _ _ _ _ _ (ladder_gutzwiller h hg i σ).1 (ladder_gutzwiller h hg j σ).2
    ((Commute.one_left _).add_left ((num_commute_ladder h hne).2.smul_left _))
  change _ * (gutzwillerUnit h hg : A) = (gutzwillerUnit h hg : A) * _ at key
  rw [mul_assoc, key, Units.inv_mul_cancel_left, one_div]
```

The Hamiltonian has real amplitudes `t i j`, which need not be symmetric. A diagonal amplitude `t i i` contributes an on-site energy `-t i i`. Complex hopping amplitudes are not covered by this definition.

```lean
/-- The Hubbard Hamiltonian with hopping amplitudes `t i j` and on-site repulsion `u`. -/
def hubbard (c a : Fin L × Bool → A) (t : Fin L → Fin L → ℝ) (u : ℝ) : A :=
  -(∑ i, ∑ j, ∑ σ, t i j • (c (i, σ) * a (j, σ))) + u • ∑ k, doublon c a k
```

Conjugation acts term by term on the sums. Each $D_k$ commutes with $G$, so the repulsion is unchanged.

```lean
/-- The transcorrelated Hubbard Hamiltonian for `g ≠ 0`: every hop acquires its
occupation-dependent weights and the repulsion is unchanged. -/
theorem transcorrelated_hubbard (h : IsCAR c a) (hg : g ≠ 0) (t : Fin L → Fin L → ℝ) (u : ℝ) :
    ((gutzwillerUnit h hg)⁻¹ : Aˣ) * hubbard c a t u * (gutzwillerUnit h hg : A) =
      -(∑ i, ∑ j, ∑ σ, t i j • (c (i, σ) * a (j, σ) *
        (1 + (1 / g - 1) • num c a (i, !σ)) * (1 + (g - 1) • num c a (j, !σ)))) +
      u • ∑ k, doublon c a k := by
  have hn := fun p q => (num_projector h p).2 q
  have hD : ∀ k, ((gutzwillerUnit h hg)⁻¹ : Aˣ) * doublon c a k *
      (gutzwillerUnit h hg : A) = doublon c a k := fun k => by
    have hk : Commute (doublon c a k) (gutzwillerUnit h hg : A) := by
      refine Commute.list_prod_right _ _ fun z hz => ?_
      obtain ⟨m, _, rfl⟩ := List.mem_map.mp hz
      exact (Commute.one_right _).add_right ((((hn _ _).mul_right (hn _ _)).mul_left
        ((hn _ _).mul_right (hn _ _))).smul_right _)
    rw [mul_assoc, hk.eq, Units.inv_mul_cancel_left]
  rw [hubbard, mul_add, add_mul, mul_neg, neg_mul]
  congr 1
  · simp only [Finset.mul_sum, Finset.sum_mul, mul_smul_comm, smul_mul_assoc,
      transcorrelated_hopping h hg]
  · simp only [Finset.mul_sum, Finset.sum_mul, mul_smul_comm, smul_mul_assoc, hD]
```

## Fock space satisfies the relations

The assumed relations are realised for every `L`, including zero, on the exterior algebra over the $2L$ modes. Creation is exterior multiplication and annihilation is contraction.

```lean
/-- Fermionic Fock space of `L` sites: the exterior algebra over the `2L` modes. -/
abbrev Fock (L : ℕ) := ExteriorAlgebra ℝ (Fin L × Bool → ℝ)

/-- Creation on Fock space: exterior multiplication by the mode. -/
def fockCreate (p : Fin L × Bool) : Module.End ℝ (Fock L) :=
  LinearMap.mulLeft ℝ (ExteriorAlgebra.ι ℝ (Pi.single p 1))

/-- Annihilation on Fock space: contraction with the mode. -/
def fockAnnihilate (p : Fin L × Bool) : Module.End ℝ (Fock L) :=
  CliffordAlgebra.contractLeft (LinearMap.proj p : (Fin L × Bool → ℝ) →ₗ[ℝ] ℝ)
```

The mixed relation is the contraction rule $a_p(e_q\wedge x)=\delta_{pq}x-e_q\wedge a_px$, where $e_q$ is the basis vector of mode $q$ and $x$ is any Fock-space element. The other two relations are the antisymmetry of exterior products and of successive contractions.

```lean
/-- Exterior multiplication and contraction on Fock space satisfy the canonical
anticommutation relations, for any number of sites. -/
theorem isCAR_witness (L : ℕ) :
    IsCAR (fockCreate (L := L)) (fockAnnihilate (L := L)) where
  create p q := LinearMap.ext fun x => by
    change ExteriorAlgebra.ι ℝ (Pi.single p 1) * (ExteriorAlgebra.ι ℝ (Pi.single q 1) * x) +
      ExteriorAlgebra.ι ℝ (Pi.single q 1) * (ExteriorAlgebra.ι ℝ (Pi.single p 1) * x) = 0
    rw [← mul_assoc, ← mul_assoc, ← add_mul, ExteriorAlgebra.ι_add_mul_swap, zero_mul]
  annihilate p q := LinearMap.ext fun x =>
    eq_neg_iff_add_eq_zero.mp (CliffordAlgebra.contractLeft_comm ..)
  mixed p q := LinearMap.ext fun x => by
    have hx : fockAnnihilate p (fockCreate q x) =
        (Pi.single q 1 : Fin L × Bool → ℝ) p • x - fockCreate q (fockAnnihilate p x) :=
      CliffordAlgebra.contractLeft_ι_mul ..
    change fockAnnihilate p (fockCreate q x) + fockCreate q (fockAnnihilate p x) = _
    rw [hx, sub_add_cancel, Pi.single_apply]
    split_ifs <;> simp

end

end GutzwillerTranscorrelation
```

```lean
#print axioms GutzwillerTranscorrelation.transcorrelated_hopping
#print axioms GutzwillerTranscorrelation.transcorrelated_hubbard
```

```
'GutzwillerTranscorrelation.transcorrelated_hopping' depends on axioms: [propext, Classical.choice, Quot.sound]
'GutzwillerTranscorrelation.transcorrelated_hubbard' depends on axioms: [propext, Classical.choice, Quot.sound]
```
